# Symmetric friction cannot remove the growing mode of a linearised saddle

## Can a strong enough bath hold a molecule at its transition state?

To compute a barrier-crossing rate with friction, I linearise the damped motion at the transition state and take the positive real eigenvalue as the growth rate of the unstable mode. My friction tensor is large, and it is not diagonal in the normal modes of the Hessian, so it mixes the unstable mode with the stable ones. Could this mixing, or sheer strength of friction, leave me with no positive eigenvalue at all?

## A positive growth rate survives any symmetric friction tensor

No, provided that the friction tensor is symmetric. Friction can make the growth slow, but a positive real rate remains.

Let q be the displacement from the stationary point in mass-weighted coordinates, A the Hessian and C the friction tensor in the same coordinates, both real and symmetric. The linearised motion is

q″ + C q′ + A q = 0.

With p = q′, the pair (q, p) evolves under the matrix M = [[0, I], [−A, −C]]. If (x, p) is an eigenvector of M with real eigenvalue s, the two rows give p = s x and −A x − C p = s p, hence

P(s) x = 0, where P(s) = s² I + s C + A.

Here x ≠ 0, since x = 0 would force p = 0. Conversely, any nonzero x with P(s) x = 0 gives the eigenvector (x, s x). So we need a positive s at which P(s) has a nonzero kernel vector.

For a unit vector u, define

f(s, u) = uᵀP(s)u = s² + s uᵀCu + uᵀAu.

On the unit sphere |uᵀAu| ≤ a and |uᵀCu| ≤ c for some constants a and c. If s > c + a + 1, then

f(s, u) ≥ s² − c s − a = s(s − c − a − 1) + a(s − 1) + s > 0.

The pairs with s ≥ 0, |u| = 1 and f(s, u) ≤ 0 therefore form a closed and bounded set. It is not empty: if A v = μ v with μ < 0 and v ≠ 0, then vᵀAv = μ|v|² < 0, and the normalised v belongs to the set at s = 0. Hence there is a pair (s, x) in it with the largest possible s.

At this s, no direction w can have f(s, w) < 0. By continuity the value would stay negative at a slightly larger rate, contradicting the choice of s. So P(s) is positive semidefinite, and f(s, x) = 0.

Now put g = P(s)x. By symmetry, for every real t,

0 ≤ (x + t g)ᵀP(s)(x + t g) = 2t|g|² + t² gᵀP(s)g.

For small negative t this fails unless g = 0, so P(s)x = 0. Finally, s ≠ 0, because P(0) = A is negative along v.

The smallest case shows what strong friction does. With one coordinate, A = −ω² and C = γ, where ω > 0, the positive root is

s = −γ/2 + √(γ²/4 + ω²).

For large γ it approaches ω²/γ: small, but never zero.

In the Lean statement, `n` is a finite type that labels the coordinates, and `Matrix n n ℝ` holds `A` and `C`. `IsEigenvalue B μ` says that the square matrix `B` scales some nonzero real vector by the real number `μ`. In the two main theorems, `μ` stands for an eigenvalue of the Hessian, not for a reduced mass, and `s` for an eigenvalue of M. `dampedMatrix A C` is the block matrix M, indexed by `n ⊕ n`: positions first, then velocities. `pencil A C s` is P(s).

The theorem `friction_cannot_stabilise_saddle` assumes that both matrices are symmetric and that `A` has a negative eigenvalue, and it yields a positive real eigenvalue of M. "Saddle" is meant broadly: several negative eigenvalues are allowed, even a maximum. Neither the size nor the sign of `C` is restricted. Its symmetry excludes velocity couplings of magnetic or Coriolis type.

The second theorem, `unstable_iff_saddle`, adds the condition yᵀCy ≥ 0 for all y, which means that friction never feeds in energy. Then a positive real eigenvalue of M exists exactly when `A` has a negative one.

For rate calculations with symmetric, memoryless friction, the first theorem guarantees that the growth rate you look for exists in the linearised dynamics. The step from there to the molecule is the linearisation itself: anharmonic forces take over once the displacement has grown. Noise and friction with memory are also absent from the model.

```lean
import Mathlib

open Matrix Topology

namespace FrictionSaddle

variable {n : Type*} [Fintype n]

/-- The real number `μ` is an eigenvalue of `M`: some nonzero real vector is scaled by `μ`. -/
def IsEigenvalue (M : Matrix n n ℝ) (μ : ℝ) : Prop :=
  ∃ v : n → ℝ, v ≠ 0 ∧ M *ᵥ v = μ • v

/-- A nonzero displacement has positive squared length. -/
theorem dotProduct_self_pos_of_ne {x : n → ℝ} (hx : x ≠ 0) : 0 < x ⬝ᵥ x :=
  lt_of_le_of_ne (Finset.sum_nonneg fun i _ => mul_self_nonneg (x i))
    fun h => hx (dotProduct_self_eq_zero.mp h.symm)

/-- If a symmetric quadratic form is nowhere negative, a vector on which it vanishes is
annihilated by its matrix. -/
theorem mulVec_eq_zero_of_form_eq_zero {B : Matrix n n ℝ} (hB : B.IsSymm)
    (hpos : ∀ y, 0 ≤ y ⬝ᵥ (B *ᵥ y)) {x : n → ℝ} (hx : x ⬝ᵥ (B *ᵥ x) = 0) :
    B *ᵥ x = 0 := by
  have hsym : x ⬝ᵥ (B *ᵥ (B *ᵥ x)) = (B *ᵥ x) ⬝ᵥ (B *ᵥ x) := by
    rw [Matrix.dotProduct_mulVec x B (B *ᵥ x), ← Matrix.mulVec_transpose, hB.eq]
  -- moving from `x` along `B x` gives a nonnegative polynomial without constant term
  have hz : ∀ t : ℝ, 0 ≤ ((B *ᵥ x) ⬝ᵥ (B *ᵥ (B *ᵥ x))) * (t * t)
      + (2 * ((B *ᵥ x) ⬝ᵥ (B *ᵥ x))) * t + 0 := by
    intro t
    have h := hpos (x + t • (B *ᵥ x))
    simp only [Matrix.mulVec_add, Matrix.mulVec_smul, dotProduct_add, add_dotProduct,
      smul_dotProduct, dotProduct_smul, smul_eq_mul] at h
    rw [hx, hsym] at h
    linarith
  have hd := discrim_le_zero hz
  unfold discrim at hd
  have hw : ((B *ᵥ x) ⬝ᵥ (B *ᵥ x)) ^ 2 = 0 := by
    nlinarith [sq_nonneg ((B *ᵥ x) ⬝ᵥ (B *ᵥ x))]
  exact dotProduct_self_eq_zero.mp ((pow_eq_zero_iff two_ne_zero).mp hw)

variable [DecidableEq n]

/-- The matrix of the damped dynamics `q' = p`, `p' = -A q - C p`, with Hessian `A` and
friction tensor `C`. -/
def dampedMatrix (A C : Matrix n n ℝ) : Matrix (n ⊕ n) (n ⊕ n) ℝ :=
  Matrix.fromBlocks 0 1 (-A) (-C)

/-- The matrix `s² + s C + A`, obtained by inserting `q(t) = exp(s t) x` into
`q'' + C q' + A q = 0`. -/
def pencil (A C : Matrix n n ℝ) (s : ℝ) : Matrix n n ℝ :=
  s ^ 2 • (1 : Matrix n n ℝ) + s • C + A

/-- The action of the pencil on a displacement `x`. -/
theorem pencil_mulVec (A C : Matrix n n ℝ) (s : ℝ) (x : n → ℝ) :
    pencil A C s *ᵥ x = s ^ 2 • x + s • (C *ᵥ x) + A *ᵥ x := by
  rw [pencil, Matrix.add_mulVec, Matrix.add_mulVec, Matrix.smul_mulVec, Matrix.smul_mulVec,
    Matrix.one_mulVec]

/-- The quadratic form of the pencil is a quadratic polynomial in the rate `s`. -/
theorem pencil_form (A C : Matrix n n ℝ) (s : ℝ) (x : n → ℝ) :
    x ⬝ᵥ (pencil A C s *ᵥ x)
      = s ^ 2 * (x ⬝ᵥ x) + s * (x ⬝ᵥ (C *ᵥ x)) + x ⬝ᵥ (A *ᵥ x) := by
  simp only [pencil_mulVec, dotProduct_add, dotProduct_smul, smul_eq_mul]

/-- A real number `s` is an eigenvalue of the damped dynamics exactly when the pencil at `s`
annihilates a nonzero displacement. -/
theorem isEigenvalue_damped_iff (A C : Matrix n n ℝ) (s : ℝ) :
    IsEigenvalue (dampedMatrix A C) s ↔ ∃ x : n → ℝ, x ≠ 0 ∧ pencil A C s *ᵥ x = 0 := by
  constructor
  · rintro ⟨v, hv, h⟩
    rw [dampedMatrix, Matrix.fromBlocks_mulVec] at h
    have h1 : (0 : Matrix n n ℝ) *ᵥ (v ∘ Sum.inl) + (1 : Matrix n n ℝ) *ᵥ (v ∘ Sum.inr)
        = s • (v ∘ Sum.inl) := funext fun i => congrFun h (Sum.inl i)
    have h2 : (-A) *ᵥ (v ∘ Sum.inl) + (-C) *ᵥ (v ∘ Sum.inr) = s • (v ∘ Sum.inr) :=
      funext fun i => congrFun h (Sum.inr i)
    rw [Matrix.zero_mulVec, Matrix.one_mulVec, zero_add] at h1
    rw [h1, Matrix.neg_mulVec, Matrix.neg_mulVec, Matrix.mulVec_smul] at h2
    refine ⟨v ∘ Sum.inl, fun hx => hv ?_, ?_⟩
    · rw [hx, smul_zero] at h1
      ext i
      rcases i with i | i
      · exact congrFun hx i
      · exact congrFun h1 i
    · rw [pencil_mulVec]
      linear_combination (norm := module) (-1 : ℝ) • h2
  · rintro ⟨x, hx, h⟩
    rw [pencil_mulVec] at h
    refine ⟨Sum.elim x (s • x), fun h0 => hx (funext fun i => congrFun h0 (Sum.inl i)), ?_⟩
    rw [dampedMatrix, Matrix.fromBlocks_mulVec, Sum.elim_comp_inl, Sum.elim_comp_inr]
    ext i
    rcases i with i | i
    · simp
    · have hi := congrFun h i
      simp only [Sum.elim_inr, Pi.add_apply, Pi.smul_apply, Pi.neg_apply, Pi.zero_apply,
        smul_eq_mul, Matrix.neg_mulVec, Matrix.mulVec_smul] at hi ⊢
      linear_combination -hi

/-- For symmetric `A` and `C`, if `A` has a direction of negative curvature, then at some rate
`s > 0` the pencil annihilates a nonzero displacement. -/
theorem exists_critical_rate {A C : Matrix n n ℝ} (hA : A.IsSymm) (hC : C.IsSymm)
    {y : n → ℝ} (hy : y ⬝ᵥ (A *ᵥ y) < 0) :
    ∃ s : ℝ, 0 < s ∧ ∃ x : n → ℝ, x ≠ 0 ∧ pencil A C s *ᵥ x = 0 := by
  -- a direction of negative curvature can be normalised
  have unit : ∀ (B : Matrix n n ℝ) (z : n → ℝ), z ⬝ᵥ (B *ᵥ z) < 0 →
      ∃ u : n → ℝ, u ⬝ᵥ u = 1 ∧ u ⬝ᵥ (B *ᵥ u) < 0 := by
    intro B z hz
    have hzz : 0 < z ⬝ᵥ z := dotProduct_self_pos_of_ne fun h => by
      rw [h, zero_dotProduct] at hz
      exact lt_irrefl _ hz
    obtain ⟨r, hr0, hr⟩ : ∃ r : ℝ, 0 < r ∧ r * r = z ⬝ᵥ z :=
      ⟨√(z ⬝ᵥ z), Real.sqrt_pos.2 hzz, Real.mul_self_sqrt hzz.le⟩
    refine ⟨r⁻¹ • z, ?_, ?_⟩ <;>
      simp only [smul_dotProduct, dotProduct_smul, Matrix.mulVec_smul, smul_eq_mul]
    · rw [← hr]
      field_simp
    · exact mul_neg_of_pos_of_neg (inv_pos.2 hr0) (mul_neg_of_pos_of_neg (inv_pos.2 hr0) hz)
  have hS : IsCompact {x : n → ℝ | x ⬝ᵥ x = 1} := by
    refine (isCompact_closedBall (0 : n → ℝ) 1).of_isClosed_subset
      (isClosed_eq (by simp only [dotProduct]; fun_prop) continuous_const) fun x hx => ?_
    rw [mem_closedBall_zero_iff, pi_norm_le_iff_of_nonneg zero_le_one]
    intro i
    have h1 : x i * x i ≤ x ⬝ᵥ x :=
      Finset.single_le_sum (f := fun j => x j * x j)
        (fun j _ => mul_self_nonneg (x j)) (Finset.mem_univ i)
    have h2 : x ⬝ᵥ x = 1 := hx
    exact abs_le.mpr ⟨by nlinarith, by nlinarith⟩
  have hform : ∀ B : Matrix n n ℝ, Continuous fun x : n → ℝ => x ⬝ᵥ (B *ᵥ x) := by
    intro B
    simp only [dotProduct, Matrix.mulVec]
    fun_prop
  obtain ⟨a, ha⟩ := hS.exists_bound_of_continuousOn (hform A).continuousOn
  obtain ⟨c, hc⟩ := hS.exists_bound_of_continuousOn (hform C).continuousOn
  -- the form can be nonpositive only at bounded rates
  have hbound : ∀ t : ℝ, 0 ≤ t → ∀ u : n → ℝ, u ⬝ᵥ u = 1 →
      u ⬝ᵥ (pencil A C t *ᵥ u) ≤ 0 → t ≤ c + a + 1 := by
    intro t ht u hu hle
    rw [pencil_form, hu] at hle
    have h1 := ha u hu
    have h2 := hc u hu
    have ha0 := (norm_nonneg _).trans h1
    have hc0 := (norm_nonneg _).trans h2
    have h3 := (abs_le.mp h1).1
    have h4 := mul_le_mul_of_nonneg_left (abs_le.mp h2).1 ht
    by_contra hlt
    push Not at hlt
    have h5 : 0 < t * (t - (c + a + 1)) := mul_pos (by linarith) (by linarith)
    have h6 : 0 ≤ a * (t - 1) := mul_nonneg ha0 (by linarith)
    nlinarith
  have hcont : Continuous fun p : ℝ × (n → ℝ) => p.2 ⬝ᵥ (pencil A C p.1 *ᵥ p.2) := by
    simp only [pencil_form]
    simp only [dotProduct, Matrix.mulVec]
    fun_prop
  have hK := ((isCompact_Icc (a := (0 : ℝ)) (b := c + a + 1)).prod hS).inter_right
    (isClosed_le hcont continuous_const : IsClosed {p | _ ≤ (0 : ℝ)})
  have hy0 : y ⬝ᵥ (pencil A C 0 *ᵥ y) < 0 := by
    rw [pencil_form]
    linarith
  obtain ⟨u, hu, hun⟩ := unit _ y hy0
  -- take the largest rate at which the form is nonpositive somewhere on the unit sphere
  obtain ⟨⟨s, x⟩, ⟨⟨hs, hx⟩, hsx⟩, hmax⟩ := hK.exists_isMaxOn
    ⟨(0, u), ⟨⟨le_rfl, hbound 0 le_rfl u hu hun.le⟩, hu⟩, hun.le⟩ continuous_fst.continuousOn
  have hs0 : 0 ≤ s := hs.1
  have hx1 : x ⬝ᵥ x = 1 := hx
  have hsx' : x ⬝ᵥ (pencil A C s *ᵥ x) ≤ 0 := hsx
  have hpos : ∀ z, 0 ≤ z ⬝ᵥ (pencil A C s *ᵥ z) := by
    intro z
    by_contra hz
    obtain ⟨w, hw, hwn⟩ := unit _ z (not_le.mp hz)
    -- a negative value would persist at a slightly larger rate
    have hwc : Continuous fun t : ℝ => w ⬝ᵥ (pencil A C t *ᵥ w) := by
      simp only [pencil_form]
      fun_prop
    have hev : ∀ᶠ t in 𝓝 s, w ⬝ᵥ (pencil A C t *ᵥ w) < 0 :=
      (isOpen_lt hwc continuous_const).mem_nhds hwn
    obtain ⟨t, ht, hst⟩ :=
      ((hev.filter_mono nhdsWithin_le_nhds).and
        (eventually_mem_nhdsWithin (a := s) (s := Set.Ioi s))).exists
    have hst' : s < t := hst
    have ht0 : 0 ≤ t := hs0.trans hst'.le
    have hts : t ≤ s :=
      hmax (a := (t, w)) ⟨⟨⟨ht0, hbound t ht0 w hw ht.le⟩, hw⟩, ht.le⟩
    linarith
  refine ⟨s, lt_of_le_of_ne hs0 fun h => ?_, x, fun h => ?_, ?_⟩
  · have h1 := hpos y
    rw [← h] at h1
    linarith
  · rw [h, zero_dotProduct] at hx1
    exact zero_ne_one hx1
  · refine mulVec_eq_zero_of_form_eq_zero ?_ hpos (le_antisymm hsx' (hpos x))
    simp only [Matrix.IsSymm, pencil, Matrix.transpose_add, Matrix.transpose_smul,
      Matrix.transpose_one, hA.eq, hC.eq]

/-- Friction cannot stabilise a saddle: if `A` and `C` are symmetric and `A` has a negative
eigenvalue, the damped dynamics has a positive real eigenvalue. -/
theorem friction_cannot_stabilise_saddle {A C : Matrix n n ℝ} (hA : A.IsSymm)
    (hC : C.IsSymm) (h : ∃ μ < 0, IsEigenvalue A μ) :
    ∃ s : ℝ, 0 < s ∧ IsEigenvalue (dampedMatrix A C) s := by
  obtain ⟨μ, hμ, v, hv, hAv⟩ := h
  have hneg : v ⬝ᵥ (A *ᵥ v) < 0 := by
    rw [hAv, dotProduct_smul, smul_eq_mul]
    exact mul_neg_of_neg_of_pos hμ (dotProduct_self_pos_of_ne hv)
  obtain ⟨s, hs, hker⟩ := exists_critical_rate hA hC hneg
  exact ⟨s, hs, (isEigenvalue_damped_iff A C s).mpr hker⟩

/-- For symmetric `A` and symmetric friction `C` that nowhere feeds in energy, the damped
dynamics has a positive real eigenvalue exactly when `A` has a negative eigenvalue. -/
theorem unstable_iff_saddle {A C : Matrix n n ℝ} (hA : A.IsSymm) (hC : C.IsSymm)
    (hdiss : ∀ y, 0 ≤ y ⬝ᵥ (C *ᵥ y)) :
    (∃ s : ℝ, 0 < s ∧ IsEigenvalue (dampedMatrix A C) s) ↔ ∃ μ < 0, IsEigenvalue A μ := by
  refine ⟨?_, friction_cannot_stabilise_saddle hA hC⟩
  rintro ⟨s, hs, h⟩
  obtain ⟨x, hx, hker⟩ := (isEigenvalue_damped_iff A C s).mp h
  have h0 := pencil_form A C s x
  rw [hker, dotProduct_zero] at h0
  have h1 := mul_pos (pow_pos hs 2) (dotProduct_self_pos_of_ne hx)
  have h2 := mul_nonneg hs.le (hdiss x)
  -- the frictionless pencil turns negative curvature into a negative eigenvalue
  obtain ⟨r, hr, z, hz, hrz⟩ := exists_critical_rate hA
    (Matrix.isSymm_zero : (0 : Matrix n n ℝ).IsSymm) (y := x) (by linarith)
  rw [pencil_mulVec, Matrix.zero_mulVec] at hrz
  refine ⟨-r ^ 2, by nlinarith [pow_pos hr 2], z, hz, ?_⟩
  linear_combination (norm := module) (1 : ℝ) • hrz

end FrictionSaddle
```

```lean
#print axioms FrictionSaddle.friction_cannot_stabilise_saddle
#print axioms FrictionSaddle.unstable_iff_saddle
```

```
'FrictionSaddle.friction_cannot_stabilise_saddle' depends on axioms: [propext, Classical.choice, Quot.sound]
'FrictionSaddle.unstable_iff_saddle' depends on axioms: [propext, Classical.choice, Quot.sound]
```

The lemma `isEigenvalue_damped_iff` is the elimination of p. It splits the eigenvector into its `Sum.inl` and `Sum.inr` halves, and in the other direction builds (x, s x) as `Sum.elim x (s • x)`. `pencil_form` expands the quadratic form, for vectors of any length.

`mulVec_eq_zero_of_form_eq_zero` is the argument with g. Instead of taking t small and negative, it uses `discrim_le_zero`: a quadratic in t that is never negative has discriminant at most zero. As the constant term vanishes, this gives |g|⁴ = 0.

The main work is in `exists_critical_rate`, which, for symmetric `A` and `C`, starts from a direction `y` with yᵀAy < 0. Its local statement `unit` normalises such directions, `hS` proves the unit sphere compact, and `hbound` is the estimate s ≤ c + a + 1. `exists_isMaxOn` then supplies the largest rate. In `hpos`, a negative value at that rate persists in a neighbourhood, which contains some `t` larger than `s`; maximality gives the contradiction. The closing lines check that s > 0, that x ≠ 0 and that the pencil is symmetric.

The first theorem turns the negative eigenvalue into a direction of negative curvature and combines these lemmas. For the converse in the second, P(s)x = 0 with s > 0 gives

xᵀAx = −s²|x|² − s xᵀCx < 0.

Applying `exists_critical_rate` again, now with zero friction, yields r > 0 and z ≠ 0 with r² z + A z = 0. So −r² is a negative eigenvalue of A.
